# A potential inverted from a smooth radial function is bounded near a simple node only if u'' vanishes there

## A pole made by division

Suppose a smooth radial function u = rR, where R is the radial wave function, is designed first and its potential is read off afterwards. Near a node at r0 > 0, let it be

u(r) = (r − r0) + (r − r0)².

The inversion divides u'' by 2u, which gives

u''(r) / (2u(r)) = 1 / [(r − r0)(1 + r − r0)].

The function is a harmless polynomial, but its potential runs to −∞ on one side of the node and to +∞ on the other. The cause is the non-zero curvature at r0.

This bears on pseudopotentials generated by inverting the radial equation for a single angular-momentum channel with a local, non-relativistic potential: if the pseudo-function u = rR has a simple node away from the origin, u'' must vanish there for the potential to stay bounded. The condition is on u, not on R.

## Inverting the radial equation

Let u be r times the radial wave function, l the angular momentum, ε the energy and V the potential. In atomic units,

−u''/2 + l(l+1)u/(2r²) + V u = ε u.

Multiplication by 2r² removes the division:

−r² u'' + l(l+1)u + 2r² V u = 2r² ε u.

Where r ≠ 0 and u(r) ≠ 0, we may divide by 2r²u and solve for V:

V(r) = ε − l(l+1)/(2r²) + u''(r)/(2u(r)).

At a node r0 ≠ 0, every term containing u vanishes and r0² u''(r0) = 0 remains, so u''(r0) = 0. A solution for a finite potential therefore has the required curvature automatically, whereas a function drawn freely need not.

## The statement and its Lean reading

Let u have a simple node at r0, meaning u(r0) = 0 and u'(r0) ≠ 0.

- If u is C² near r0 and u''(r0) ≠ 0, then |u''/u| → ∞ at r0.
- If u is C³ near r0 and u''(r0) = 0, then u''/u → u'''(r0)/u'(r0).
- If u is C³ near r0 and r0 ≠ 0, the inverted potential is bounded near the node exactly when u''(r0) = 0.

In the file, `SolvesRadialAt` is the multiplied equation at one radius, and `invertedPotential` is the formula for V. The functions `u` and `V` are real functions on the whole real line, `l` is a natural number and `ε` is any real number. Smoothness is expressed by `ContDiffAt ℝ 2 u r0` or `ContDiffAt ℝ 3 u r0`, and the second derivative by `deriv (deriv u)`. The pointwise equation has its physical meaning only where u is twice differentiable.

The filter `𝓝[≠] r0` describes radii approaching r0 without reaching it, so the value assigned to the quotient at the node plays no part. Divergence is a limit to `atTop`. Boundedness means that one constant `C` bounds |V| at all radii sufficiently close to r0 and different from it.

The theorems are local. They impose no normalisation or boundary conditions, and they do not construct a pseudo-function.

## Limits at the node

**The node is isolated.** Since u(r0) = 0,

u(r)/(r − r0) = [u(r) − u(r0)]/(r − r0) → u'(r0) ≠ 0.

The quotient is non-zero for r close to r0, and hence so is u(r).

**Non-zero curvature.** By continuity |u''(r)| → |u''(r0)| > 0, while |u(r)| tends to zero through positive values. Their ratio tends to infinity. The rate follows from

(r − r0) u''(r)/u(r) = u''(r) / [u(r)/(r − r0)] → u''(r0)/u'(r0),

so the divergence is that of a first-order pole.

**Zero curvature.** Now u'' also vanishes at r0. Dividing numerator and denominator by r − r0 gives

u''(r)/u(r) = [u''(r)/(r − r0)] / [u(r)/(r − r0)] → u'''(r0)/u'(r0).

**The potential.** Write B(r) = ε − l(l+1)/(2r²) and q(r) = u''(r)/u(r), so that V = B + q/2. For r0 ≠ 0, B is continuous at r0. If u''(r0) = 0, then

V(r) → B(r0) + u'''(r0)/(2u'(r0)),

and V is bounded near the node. If u''(r0) ≠ 0, the triangle inequality gives

|V(r)| ≥ |q(r)|/2 − |B(r)| → ∞,

and no bound exists.

## The free s wave and a triple zero

The simplest physical example has l = 0 and u(r) = sin(kr) with k > 0, at the node r0 = π/k. Here u'' = −k²u, so u''(r0) = 0 and the quotient is −k² at every radius where u ≠ 0. The limit formula agrees:

u'''(r0)/u'(r0) = −k³ cos(π) / (k cos(π)) = −k².

The inverted potential is ε − k²/2, which is zero for the free-particle energy ε = k²/2.

Without the condition u'(r0) ≠ 0, zero curvature no longer ensures a bounded potential. Take u(r) = (r − r0)³ with r0 ≠ 0. Then u''(r0) = 0, but

u''(r)/u(r) = 6/(r − r0)²,

which diverges.

## The Lean file

```lean
import Mathlib

open Filter Topology

namespace RadialInversion

/-- The radial equation `-u''/2 + l(l+1)u/(2r²) + V u = ε u` at the radius `r`, in atomic units
and multiplied by `2r²`, for `u` twice differentiable at `r`. -/
def SolvesRadialAt (l : ℕ) (ε : ℝ) (V u : ℝ → ℝ) (r : ℝ) : Prop :=
  -r ^ 2 * deriv (deriv u) r + l * (l + 1) * u r + 2 * r ^ 2 * V r * u r = 2 * r ^ 2 * ε * u r

/-- The potential read off from a radial function `u` with energy `ε` and angular momentum `l`,
on the domain `r ≠ 0`, `u r ≠ 0`. -/
noncomputable def invertedPotential (l : ℕ) (ε : ℝ) (u : ℝ → ℝ) (r : ℝ) : ℝ :=
  ε - l * (l + 1) / (2 * r ^ 2) + deriv (deriv u) r / (2 * u r)

/-- Away from the origin and from the nodes of `u`, the radial equation holds exactly when the
potential equals the inverted potential. -/
theorem solvesRadialAt_iff {l : ℕ} {ε r : ℝ} {V u : ℝ → ℝ} (hr : r ≠ 0) (hu : u r ≠ 0) :
    SolvesRadialAt l ε V u r ↔ V r = invertedPotential l ε u r := by
  have key : 2 * r ^ 2 * u r * invertedPotential l ε u r
      = 2 * r ^ 2 * u r * ε - l * (l + 1) * u r + r ^ 2 * deriv (deriv u) r := by
    unfold invertedPotential
    field_simp
  unfold SolvesRadialAt
  constructor
  · intro h
    have hne : 2 * r ^ 2 * u r ≠ 0 := mul_ne_zero (mul_ne_zero two_ne_zero (pow_ne_zero 2 hr)) hu
    apply mul_left_cancel₀ hne
    rw [key]
    linear_combination h
  · intro h
    linear_combination key + 2 * r ^ 2 * u r * h

/-- At a node away from the origin, a solution of the radial equation has zero second
derivative. -/
theorem curvature_zero_of_solves {l : ℕ} {ε r0 : ℝ} {V u : ℝ → ℝ} (hr : r0 ≠ 0)
    (h0 : u r0 = 0) (h : SolvesRadialAt l ε V u r0) : deriv (deriv u) r0 = 0 := by
  unfold SolvesRadialAt at h
  rw [h0] at h
  have h' : r0 ^ 2 * deriv (deriv u) r0 = 0 := by linear_combination -h
  exact (mul_eq_zero.mp h').resolve_left (pow_ne_zero 2 hr)

/-- Differentiation lowers the order of smoothness at a point by one. -/
lemma contDiffAt_deriv {m : WithTop ℕ∞} {u : ℝ → ℝ} {r0 : ℝ}
    (h : ContDiffAt ℝ (m + 1) u r0) : ContDiffAt ℝ m (deriv u) r0 :=
  (h.fderiv_right le_rfl).clm_apply contDiffAt_const

/-- The second derivative of a C² function is continuous at the point. -/
lemma continuousAt_curvature {u : ℝ → ℝ} {r0 : ℝ} (hu : ContDiffAt ℝ 2 u r0) :
    ContinuousAt (deriv (deriv u)) r0 := by
  have h2 : ContDiffAt ℝ (1 + 1) u r0 := by rw [one_add_one_eq_two]; exact hu
  have h1 : ContDiffAt ℝ (0 + 1) (deriv u) r0 := by rw [zero_add]; exact contDiffAt_deriv h2
  exact (contDiffAt_deriv h1).continuousAt

/-- If `f` vanishes at `r0` and has derivative `d` there, then `f r / (r - r0)` tends to `d` as `r`
approaches `r0` without reaching it. -/
lemma tendsto_div_sub {f : ℝ → ℝ} {d r0 : ℝ} (h0 : f r0 = 0) (h : HasDerivAt f d r0) :
    Tendsto (fun r => f r / (r - r0)) (𝓝[≠] r0) (𝓝 d) :=
  (hasDerivAt_iff_tendsto_slope.mp h).congr fun r => by rw [slope_def_field, h0, sub_zero]

/-- A node with non-zero slope is isolated: `u` does not vanish at nearby radii other
than `r0`. -/
theorem simple_node_isolated {u : ℝ → ℝ} {r0 : ℝ} (h0 : u r0 = 0) (h1 : deriv u r0 ≠ 0) :
    ∀ᶠ r in 𝓝[≠] r0, u r ≠ 0 := by
  have hs := tendsto_div_sub h0 (differentiableAt_of_deriv_ne_zero h1).hasDerivAt
  filter_upwards [hs.eventually (eventually_ne_nhds h1)] with r hr h
  exact hr (by rw [h, zero_div])

/-- If a C² function has a simple node at `r0` and non-zero second derivative there,
then `|u''/u|` tends to infinity at `r0`. -/
theorem curvature_ratio_diverges {u : ℝ → ℝ} {r0 : ℝ} (hu : ContDiffAt ℝ 2 u r0)
    (h0 : u r0 = 0) (h1 : deriv u r0 ≠ 0) (h2 : deriv (deriv u) r0 ≠ 0) :
    Tendsto (fun r => |deriv (deriv u) r / u r|) (𝓝[≠] r0) atTop := by
  have hc : Tendsto u (𝓝[≠] r0) (𝓝 0) := by
    have h := (differentiableAt_of_deriv_ne_zero h1).continuousAt.tendsto.mono_left
      (nhdsWithin_le_nhds (s := {r0}ᶜ))
    rwa [h0] at h
  -- |u| tends to zero through positive values
  have ha : Tendsto (fun r => |u r|) (𝓝[≠] r0) (𝓝[>] 0) := by
    refine tendsto_nhdsWithin_iff.mpr ⟨by simpa using hc.abs, ?_⟩
    filter_upwards [simple_node_isolated h0 h1] with r hr
    exact abs_pos.mpr hr
  have hn := ((continuousAt_curvature hu).tendsto.mono_left
    (nhdsWithin_le_nhds (s := {r0}ᶜ))).abs
  refine (Filter.Tendsto.pos_mul_atTop (abs_pos.mpr h2) hn
    (tendsto_inv_nhdsGT_zero.comp ha)).congr fun r => ?_
  show |deriv (deriv u) r| * |u r|⁻¹ = |deriv (deriv u) r / u r|
  rw [abs_div, div_eq_mul_inv]

/-- At a simple node of a C² function, `(r - r0) u''/u` tends to `u''(r0)/u'(r0)`. -/
theorem curvature_ratio_residue {u : ℝ → ℝ} {r0 : ℝ} (hu : ContDiffAt ℝ 2 u r0)
    (h0 : u r0 = 0) (h1 : deriv u r0 ≠ 0) :
    Tendsto (fun r => (r - r0) * (deriv (deriv u) r / u r)) (𝓝[≠] r0)
      (𝓝 (deriv (deriv u) r0 / deriv u r0)) := by
  have hs := tendsto_div_sub h0 (differentiableAt_of_deriv_ne_zero h1).hasDerivAt
  have hn := (continuousAt_curvature hu).tendsto.mono_left (nhdsWithin_le_nhds (s := {r0}ᶜ))
  refine (hn.div hs h1).congr fun r => ?_
  show deriv (deriv u) r / (u r / (r - r0)) = (r - r0) * (deriv (deriv u) r / u r)
  rw [div_div_eq_mul_div]
  ring

/-- If a C³ function has a simple node at `r0` and zero second derivative there, then
`u''/u` tends to `u'''(r0)/u'(r0)`. -/
theorem curvature_ratio_tendsto {u : ℝ → ℝ} {r0 : ℝ} (hu : ContDiffAt ℝ 3 u r0)
    (h0 : u r0 = 0) (h1 : deriv u r0 ≠ 0) (h2 : deriv (deriv u) r0 = 0) :
    Tendsto (fun r => deriv (deriv u) r / u r) (𝓝[≠] r0)
      (𝓝 (deriv (deriv (deriv u)) r0 / deriv u r0)) := by
  have h3 : ContDiffAt ℝ (2 + 1) u r0 := by rw [two_add_one_eq_three]; exact hu
  have h4 : ContDiffAt ℝ (1 + 1) (deriv u) r0 := by
    rw [one_add_one_eq_two]; exact contDiffAt_deriv h3
  have hd := ((contDiffAt_deriv h4).differentiableAt (by simp)).hasDerivAt
  have hs := tendsto_div_sub h0 (differentiableAt_of_deriv_ne_zero h1).hasDerivAt
  -- numerator and denominator are each divided by r - r0, and this common factor cancels
  refine ((tendsto_div_sub h2 hd).div hs h1).congr' ?_
  filter_upwards [self_mem_nhdsWithin] with r hr
  exact div_div_div_cancel_right₀ (sub_ne_zero.mpr hr) _ _

/-- Away from the origin, the energy minus the centrifugal term is continuous. -/
lemma tendsto_background (l : ℕ) (ε : ℝ) {r0 : ℝ} (hr : r0 ≠ 0) :
    Tendsto (fun r : ℝ => ε - l * (l + 1) / (2 * r ^ 2)) (𝓝[≠] r0)
      (𝓝 (ε - l * (l + 1) / (2 * r0 ^ 2))) := by
  have h : ContinuousAt (fun r : ℝ => ε - l * (l + 1) / (2 * r ^ 2)) r0 :=
    continuousAt_const.sub (continuousAt_const.div (by fun_prop)
      (mul_ne_zero two_ne_zero (pow_ne_zero 2 hr)))
  exact h.tendsto.mono_left nhdsWithin_le_nhds

/-- Node obstruction: for a C³ radial function with a simple node at `r0 ≠ 0`, the inverted
potential is bounded near the node if and only if `u''(r0) = 0`. -/
theorem invertedPotential_bounded_iff (l : ℕ) (ε : ℝ) {u : ℝ → ℝ} {r0 : ℝ} (hr : r0 ≠ 0)
    (hu : ContDiffAt ℝ 3 u r0) (h0 : u r0 = 0) (h1 : deriv u r0 ≠ 0) :
    (∃ C, ∀ᶠ r in 𝓝[≠] r0, |invertedPotential l ε u r| ≤ C) ↔ deriv (deriv u) r0 = 0 := by
  have hb := tendsto_background l ε hr
  have split : ∀ r, invertedPotential l ε u r
      = (ε - l * (l + 1) / (2 * r ^ 2)) + deriv (deriv u) r / u r / 2 := by
    intro r
    unfold invertedPotential
    ring
  constructor
  · rintro ⟨C, hC⟩
    by_contra h2
    have hu2 : ContDiffAt ℝ 2 u r0 := hu.of_le (by norm_num)
    have hq := (curvature_ratio_diverges hu2 h0 h1 h2).atTop_div_const (two_pos (α := ℝ))
    -- the bounded background cannot compensate the divergent ratio
    have key : ∀ b q : ℝ, |q| / 2 + -|b| ≤ |b + q / 2| := by
      intro b q
      rcases abs_cases q with h | h <;> rcases abs_cases b with h' | h' <;>
        rcases abs_cases (b + q / 2) with h'' | h'' <;> linarith
    obtain ⟨r, hr1, hr2⟩ := (((hq.atTop_add hb.abs.neg).eventually_gt_atTop C).and hC).exists
    rw [split r] at hr2
    exact absurd (lt_of_lt_of_le hr1 (key _ _)) (not_lt_of_ge hr2)
  · intro h2
    have hL := (hb.add ((curvature_ratio_tendsto hu h0 h1 h2).div_const 2)).abs
    have hlt := hL.eventually (eventually_lt_nhds (lt_add_one _))
    refine ⟨|ε - l * (l + 1) / (2 * r0 ^ 2)
      + deriv (deriv (deriv u)) r0 / deriv u r0 / 2| + 1, hlt.mono fun r h => ?_⟩
    rw [split r]
    exact h.le

end RadialInversion
```

```lean
#print axioms RadialInversion.solvesRadialAt_iff
#print axioms RadialInversion.curvature_zero_of_solves
#print axioms RadialInversion.curvature_ratio_residue
#print axioms RadialInversion.invertedPotential_bounded_iff
```

```
'RadialInversion.solvesRadialAt_iff' depends on axioms: [propext, Classical.choice, Quot.sound]
'RadialInversion.curvature_zero_of_solves' depends on axioms: [propext, Classical.choice, Quot.sound]
'RadialInversion.curvature_ratio_residue' depends on axioms: [propext, Classical.choice, Quot.sound]
'RadialInversion.invertedPotential_bounded_iff' depends on axioms: [propext, Classical.choice, Quot.sound]
```

## From the equation to its inverse

In `solvesRadialAt_iff`, the auxiliary identity `key` multiplies the inverted potential by 2r²u(r) and clears the denominators. One direction then cancels this non-zero factor with `mul_left_cancel₀`; the other substitutes V back into the equation. `curvature_zero_of_solves` sets u(r0) = 0, obtains r0² u''(r0) = 0 and removes the non-zero factor r0².

## Difference quotients and the two cases

`contDiffAt_deriv` says that differentiation costs one order of smoothness. Applied twice, it gives the continuity of u'' in `continuousAt_curvature`.

`tendsto_div_sub` is the difference-quotient limit for a function that vanishes at r0. `simple_node_isolated` applies it to u: the quotient is eventually non-zero, which is impossible at a radius where u vanishes. Differentiability at r0 comes from the non-zero value of `deriv u r0`.

In `curvature_ratio_diverges`, `ha` records that |u| approaches zero from above. Its inverse therefore tends to infinity, and `Filter.Tendsto.pos_mul_atTop` multiplies that inverse by |u''|, whose limit is positive. `curvature_ratio_residue` divides the limit of u'' by that of u/(r − r0) and rearranges the quotient.

`curvature_ratio_tendsto` uses `tendsto_div_sub` twice, once for u'' and once for u. The third order of smoothness makes u'' differentiable at r0. The common factor r − r0 is cancelled by `div_div_div_cancel_right₀`, which is legitimate because r ≠ r0 throughout the punctured neighbourhood.

## Carrying the limits to the potential

`tendsto_background` proves the continuity of B at r0 ≠ 0. In `invertedPotential_bounded_iff`, `split` writes the potential as B + q/2.

For the forward direction, a bound `C` is assumed together with u''(r0) ≠ 0. The inequality `key` is the triangle inequality used above, proved by cases on the signs. Its left side eventually exceeds `C`, so some radius near the node satisfies both the bound and its violation, a contradiction.

For the reverse direction, the limits of B and q/2 are added and the absolute value is taken. A quantity with a finite limit is eventually smaller than that limit plus one, and this number serves as the bound.
